# A variational principle for the lowest mode of a positive definite Bogoliubov matrix

Let \(y=(u,v)\) hold the particle and hole amplitudes of a quadratic boson system, with positive definite Hermitian energy matrix \(H\) and metric \(\eta=\mathrm{diag}(1,-1)\) in blocks. A mode is a nonzero \(y\) with \(\eta Hy=zy\); its energy is \(|z|\), with \(\hbar=1\). The problem is to find the lowest energy by minimisation, although \(\eta H\) is in general not Hermitian.

The finite types `m` and `n` label particle and hole components and may differ in size. The hypothesis `PosDef` says that \(H\) is Hermitian and that every nonzero displacement costs energy, as at a stable equilibrium. Obtaining such a finite \(H\) from an interacting system is a separate physical approximation.

```lean
import Mathlib

open Matrix
open scoped ComplexOrder

namespace BogoliubovVariational

noncomputable section

variable {ι m n : Type*} [Fintype ι] [Fintype m] [Fintype n] [DecidableEq m] [DecidableEq n]
```

Write \(Q_A(y)=\operatorname{Re}(y^\dagger Ay)\), which is `form A y` in Lean, and \(N(y)=Q_\eta(y)\). Vectors are not normalised to \(N=\pm1\).

```lean
/-- The real part of the quadratic form `yᴴ A y`. -/
def form (A : Matrix ι ι ℂ) (y : ι → ℂ) : ℝ := (star y ⬝ᵥ A *ᵥ y).re
```

The metric is `eta m n`.

```lean
/-- The Bogoliubov metric `η = diag(1, -1)` in blocks. -/
def eta (m n : Type*) [DecidableEq m] [DecidableEq n] : Matrix (m ⊕ n) (m ⊕ n) ℂ :=
  Matrix.fromBlocks 1 0 0 (-1)
```

The mode energies form a set, and `IsLeast (modeModuli H) e₀` says that \(e_0\) is its least element.

```lean
/-- The set of moduli of the eigenvalues of `η H`. -/
def modeModuli (H : Matrix (m ⊕ n) (m ⊕ n) ℂ) : Set ℝ :=
  {r | ∃ (z : ℂ) (x : m ⊕ n → ℂ), x ≠ 0 ∧ (eta m n * H) *ᵥ x = z • x ∧ r = ‖z‖}
```

The example in (j) has one particle and one hole component, with real \(a\) and \(b\).

```lean
/-- The Hamiltonian of one bosonic pair, with diagonal energy `a` and pairing amplitude `b`. -/
def pairH (a b : ℝ) : Matrix (Fin 1 ⊕ Fin 1) (Fin 1 ⊕ Fin 1) ℂ :=
  Matrix.fromBlocks !![(a : ℂ)] !![(b : ℂ)] !![(b : ℂ)] !![(a : ℂ)]
```

## (a) Real quadratic forms

Show that for Hermitian \(A\) taking the real part loses nothing: \(Q_A(y)=y^\dagger Ay\).

**Solution.** \((y^\dagger Ay)^*=y^\dagger A^\dagger y=y^\dagger Ay\), so the number is real. This conjugation is `h` in the proof.

```lean
/-- For a Hermitian matrix `A` the number `yᴴ A y` is real. -/
theorem form_ofReal {A : Matrix ι ι ℂ} (hA : A.IsHermitian) (y : ι → ℂ) :
    (form A y : ℂ) = star y ⬝ᵥ A *ᵥ y := by
  have h : star (star y ⬝ᵥ A *ᵥ y) = star y ⬝ᵥ A *ᵥ y := by
    rw [← Matrix.star_dotProduct, Matrix.star_mulVec, hA.eq, Matrix.dotProduct_mulVec]
  exact Complex.conj_eq_iff_re.1 h
```

## (b) Shifting a form

Show that \(Q_{A-tB}(y)=Q_A(y)-tQ_B(y)\) for real \(t\).

**Solution.** Expand \(y^\dagger(A-tB)y\); a real \(t\) passes through the real part.

```lean
/-- The quadratic form of `A - t B`, for real `t`, is that of `A` minus `t` times that of `B`. -/
theorem form_sub_smul (A B : Matrix ι ι ℂ) (t : ℝ) (y : ι → ℂ) :
    form (A - (t : ℂ) • B) y = form A y - t * form B y := by
  simp [form, Matrix.sub_mulVec, Matrix.smul_mulVec, dotProduct_sub, dotProduct_smul]
```

## (c) The metric

Show that \(\eta^\dagger=\eta\) and \(\eta^2=1\).

**Solution.** The diagonal blocks \(1\) and \(-1\) are Hermitian and square to \(1\).

```lean
/-- The metric `η` is Hermitian and squares to one. -/
theorem eta_hermitian_involution : (eta m n).IsHermitian ∧ eta m n * eta m n = 1 := by
  constructor
  · simp [Matrix.IsHermitian, eta, Matrix.fromBlocks_conjTranspose]
  · simp [eta, Matrix.fromBlocks_multiply]
```

## (d) Saturation gives a mode equation

Let \(H\) be Hermitian, \(e\ge0\), and \(e|N(x)|\le Q_H(x)\) for all \(x\). Show that equality at \(y\) implies \(\eta Hy=\pm ey\).

**Solution.** Take \(t=e\) if \(N(y)\ge0\), otherwise \(t=-e\). Then \(tN(x)\le e|N(x)|\le Q_H(x)\), so \(K=H-t\eta\) is positive semidefinite, and \(y^\dagger Ky=0\). Writing \(K=B^\dagger B\) gives \(\|By\|^2=0\), hence \(Ky=0\) and \(Hy=t\eta y\). Multiply by \(\eta\). In Lean, `key` treats a general \(t\), and the final `rcases` picks the sign.

```lean
/-- Let `H` be Hermitian and `e ≥ 0` with `e |yᴴ η y| ≤ yᴴ H y` for all `y`. A vector that
saturates this bound satisfies the mode equation of `η H` with eigenvalue `e` or `-e`. -/
theorem mode_of_saturation {H : Matrix (m ⊕ n) (m ⊕ n) ℂ} (hH : H.IsHermitian) {e : ℝ}
    (he : 0 ≤ e) (hb : ∀ y, e * |form (eta m n) y| ≤ form H y) {y : m ⊕ n → ℂ}
    (hy : form H y = e * |form (eta m n) y|) :
    (eta m n * H) *ᵥ y = (e : ℂ) • y ∨ (eta m n * H) *ᵥ y = (-e : ℂ) • y := by
  obtain ⟨hη, hη2⟩ := eta_hermitian_involution (m := m) (n := n)
  -- a null vector of the positive semidefinite matrix `H - t η` lies in its kernel
  have key : ∀ t : ℝ, (∀ x, t * form (eta m n) x ≤ form H x) →
      form H y = t * form (eta m n) y → (eta m n * H) *ᵥ y = (t : ℂ) • y := by
    intro t ht hty
    have hA : (H - (t : ℂ) • eta m n).IsHermitian := by
      unfold Matrix.IsHermitian
      rw [Matrix.conjTranspose_sub, Matrix.conjTranspose_smul, hH.eq, hη.eq]
      simp
    have hP : (H - (t : ℂ) • eta m n).PosSemidef := by
      refine Matrix.PosSemidef.of_dotProduct_mulVec_nonneg hA (fun x => ?_)
      rw [← form_ofReal hA x, form_sub_smul]
      exact_mod_cast sub_nonneg.2 (ht x)
    have h0 : (H - (t : ℂ) • eta m n) *ᵥ y = 0 := by
      refine (hP.dotProduct_mulVec_zero_iff y).1 ?_
      rw [← form_ofReal hA y, form_sub_smul, hty, sub_self, Complex.ofReal_zero]
    rw [Matrix.sub_mulVec, Matrix.smul_mulVec, sub_eq_zero] at h0
    rw [← Matrix.mulVec_mulVec, h0, Matrix.mulVec_smul, Matrix.mulVec_mulVec, hη2,
      Matrix.one_mulVec]
  rcases le_total 0 (form (eta m n) y) with h | h
  · left
    refine key e (fun x => ?_) (by rw [hy, abs_of_nonneg h])
    exact (mul_le_mul_of_nonneg_left (le_abs_self _) he).trans (hb x)
  · right
    have h2 := key (-e) (fun x => by
      have := mul_le_mul_of_nonneg_left (neg_le_abs (form (eta m n) x)) he
      linarith [hb x]) (by rw [hy, abs_of_nonpos h]; ring)
    rw [h2, Complex.ofReal_neg]
```

## (e) The energy of a mode

For positive definite \(H\) and a mode \(\eta Hx=zx\), show that \(Q_H(x)=|z|\,|N(x)|>0\).

**Solution.** Multiplying by \(\eta\) gives \(Hx=z\eta x\) (`h1`), so \(Q_H(x)=zN(x)\) (`h2`). The left side is positive; take moduli (`h3`).

```lean
/-- For positive definite `H`, an eigenvector `x` of `η H` with eigenvalue `z` satisfies
`xᴴ H x = |z| |xᴴ η x|`, and this number is positive. -/
theorem form_of_mode {H : Matrix (m ⊕ n) (m ⊕ n) ℂ} (hH : H.PosDef) {z : ℂ}
    {x : m ⊕ n → ℂ} (hx : x ≠ 0) (hz : (eta m n * H) *ᵥ x = z • x) :
    form H x = ‖z‖ * |form (eta m n) x| ∧ 0 < form H x := by
  obtain ⟨hη, hη2⟩ := eta_hermitian_involution (m := m) (n := n)
  have hpos : 0 < form H x := (Complex.lt_def.1 (hH.dotProduct_mulVec_pos hx)).1
  have h1 : H *ᵥ x = z • (eta m n *ᵥ x) := by
    rw [← Matrix.mulVec_smul, ← hz, Matrix.mulVec_mulVec, ← mul_assoc, hη2, one_mul]
  have h2 : (form H x : ℂ) = z * (form (eta m n) x : ℂ) := by
    rw [form_ofReal hH.isHermitian, form_ofReal hη, h1, dotProduct_smul, smul_eq_mul]
  have h3 := congrArg norm h2
  rw [norm_mul, Complex.norm_real, Complex.norm_real, Real.norm_eq_abs, Real.norm_eq_abs,
    abs_of_pos hpos] at h3
  exact ⟨h3, hpos⟩
```

## (f) A lowest mode exists

On a nonzero space with positive definite \(H\), show that \(e_0\) exists, is positive, and obeys \(e_0|N(y)|\le Q_H(y)\) for all \(y\).

**Solution.** On the compact unit sphere, \(|N|/Q_H\) has a maximum \(c\), at some \(y_0\). Both forms scale as \(r^2\) under \(y\to ry\), so \(|N(y)|\le cQ_H(y)\) everywhere. If \(c=0\), then \(N\) vanishes identically, and (d) with \(\eta\) in place of \(H\) and \(e=0\) gives \(y_0=\eta^2y_0=0\), a contradiction.

Thus \(c^{-1}|N|\le Q_H\), with equality at \(y_0\), which by (d) is a mode of energy \(1/c\). For any mode \(x\), (e) gives \(c^{-1}|N(x)|\le|z||N(x)|\) with \(N(x)\ne0\), so \(|z|\ge1/c\). Hence \(e_0=1/c\).

Lean obtains \(y_0\) from `exists_isMaxOn`, scales with `hs` and excludes \(c=0\) in `hcpos`. Its sphere uses the maximum norm, which serves equally well.

```lean
/-- For positive definite `H` on a nonzero space, the moduli of the eigenvalues of `η H` have a
least element `e`; it is positive, and `e |yᴴ η y| ≤ yᴴ H y` for all `y`. -/
theorem exists_lowest_mode [Nonempty (m ⊕ n)] {H : Matrix (m ⊕ n) (m ⊕ n) ℂ}
    (hH : H.PosDef) : ∃ e : ℝ, 0 < e ∧ IsLeast (modeModuli H) e ∧
      ∀ y, e * |form (eta m n) y| ≤ form H y := by
  obtain ⟨hη, hη2⟩ := eta_hermitian_involution (m := m) (n := n)
  have hpos : ∀ y, y ≠ 0 → 0 < form H y := fun y hy =>
    (Complex.lt_def.1 (hH.dotProduct_mulVec_pos hy)).1
  have hcont : ∀ A : Matrix (m ⊕ n) (m ⊕ n) ℂ, Continuous (form A) := by
    intro A
    refine Complex.continuous_re.comp (?_ : Continuous fun y : m ⊕ n → ℂ => star y ⬝ᵥ A *ᵥ y)
    simp only [dotProduct, Matrix.mulVec, Pi.star_apply]
    fun_prop
  have hne : ∀ y ∈ Metric.sphere (0 : m ⊕ n → ℂ) 1, y ≠ 0 := by
    rintro y hy rfl
    simp at hy
  -- the ratio of the two forms attains its maximum on the unit sphere
  obtain ⟨y₀, hy₀, hmax⟩ := (isCompact_sphere (0 : m ⊕ n → ℂ) 1).exists_isMaxOn
    ⟨1, by simp⟩ ((hcont (eta m n)).abs.continuousOn.div (hcont H).continuousOn
      (fun y hy => (hpos y (hne y hy)).ne'))
  have hp₀ := hpos y₀ (hne y₀ hy₀)
  obtain ⟨c, hc⟩ : ∃ c, c = |form (eta m n) y₀| / form H y₀ := ⟨_, rfl⟩
  have hb : ∀ y, |form (eta m n) y| ≤ c * form H y := by
    intro y
    by_cases hy : y = 0
    · subst hy
      simp [form]
    have hs : ∀ (r : ℝ) (A : Matrix (m ⊕ n) (m ⊕ n) ℂ),
        form A ((r : ℂ) • y) = r ^ 2 * form A y := by
      intro r A
      simp [form, Matrix.mulVec_smul, star_smul, smul_dotProduct, dotProduct_smul]
      ring
    have hn : ‖y‖ ≠ 0 := norm_ne_zero_iff.2 hy
    have hu : ((‖y‖⁻¹ : ℝ) : ℂ) • y ∈ Metric.sphere (0 : m ⊕ n → ℂ) 1 := by
      rw [mem_sphere_zero_iff_norm, norm_smul, Complex.norm_real, norm_inv, norm_norm,
        inv_mul_cancel₀ hn]
    have h : |form (eta m n) (((‖y‖⁻¹ : ℝ) : ℂ) • y)| / form H (((‖y‖⁻¹ : ℝ) : ℂ) • y)
        ≤ |form (eta m n) y₀| / form H y₀ := isMaxOn_iff.1 hmax _ hu
    rw [hs, hs, abs_mul, abs_of_nonneg (sq_nonneg _),
      mul_div_mul_left _ _ (pow_ne_zero 2 (inv_ne_zero hn)), ← hc,
      div_le_iff₀ (hpos y hy)] at h
    exact h
  -- the maximum is positive, since `η` is invertible
  have hcpos : 0 < c := by
    have hc0 : 0 ≤ c := by rw [hc]; positivity
    refine lt_of_le_of_ne hc0 (fun h0 => hne y₀ hy₀ ?_)
    have hz : ∀ y, form (eta m n) y = 0 := fun y => by
      have := hb y
      rw [← h0, zero_mul] at this
      exact abs_nonpos_iff.1 this
    have h := mode_of_saturation hη le_rfl (fun y => by simp [hz y]) (y := y₀)
      (by simp [hz y₀])
    simpa [hη2] using h
  have hbound : ∀ y, c⁻¹ * |form (eta m n) y| ≤ form H y := fun y => by
    rw [inv_mul_le_iff₀ hcpos]
    exact hb y
  have heq : form H y₀ = c⁻¹ * |form (eta m n) y₀| := by
    have h : |form (eta m n) y₀| = c * form H y₀ := by
      rw [hc, div_mul_cancel₀ _ hp₀.ne']
    rw [h, inv_mul_cancel_left₀ hcpos.ne']
  have hci : 0 < c⁻¹ := inv_pos.2 hcpos
  have hnorm : ‖((c⁻¹ : ℝ) : ℂ)‖ = c⁻¹ := by
    rw [Complex.norm_real, Real.norm_of_nonneg hci.le]
  refine ⟨c⁻¹, hci, ⟨?_, ?_⟩, hbound⟩
  · rcases mode_of_saturation hH.isHermitian hci.le hbound heq with h | h
    · exact ⟨_, y₀, hne y₀ hy₀, h, hnorm.symm⟩
    · exact ⟨_, y₀, hne y₀ hy₀, h, by rw [norm_neg, hnorm]⟩
  · rintro r ⟨z, x, hx, hz, rfl⟩
    obtain ⟨h1, h2⟩ := form_of_mode hH hx hz
    have hq : 0 < |form (eta m n) x| := by
      refine lt_of_le_of_ne (abs_nonneg _) (fun h => ?_)
      rw [h1, ← h, mul_zero] at h2
      exact lt_irrefl _ h2
    exact le_of_mul_le_mul_right ((hbound x).trans h1.le) hq
```

## (g) The variational principle

For positive definite \(H\) with least mode energy \(e_0\), show that
\[e_0=\min_{N(y)\ne0}\frac{Q_H(y)}{|N(y)|}.\]

**Solution.** Part (f) gives the bound, since a least element is unique (`he.unique hl`). A mode of energy \(e_0\) attains it with \(N\ne0\), by (e). Lean states this without division, as a bound for every \(y\) and equality at a suitable nonzero \(y\).

In a finite-basis random-phase calculation with positive definite \(H\), \(u\) and \(v\) hold the excitation and de-excitation amplitudes. Setting \(v=0\) gives the quotient \(u^\dagger H_{uu}u/u^\dagger u\), where \(H_{uu}\) is the upper left block of \(H\), whose eigenvalues are the Tamm–Dancoff energies. The lowest Tamm–Dancoff energy is therefore an upper bound on the lowest random-phase energy.

Positive semidefiniteness is not enough for the minimum to be attained. For \(H=\begin{pmatrix}1&1\\1&1\end{pmatrix}\), both eigenvalues of \(\eta H\) are zero, but \(Q_H(y)=|u+v|^2\) vanishes only where \(N(y)=0\).

```lean
/-- Variational principle: for positive definite `H` and `e₀` the smallest modulus of an
eigenvalue of `η H`, every `y` has `yᴴ H y ≥ e₀ |yᴴ η y|`, with equality at some nonzero `y`
for which `yᴴ η y ≠ 0`. -/
theorem variational_principle {H : Matrix (m ⊕ n) (m ⊕ n) ℂ} (hH : H.PosDef) {e₀ : ℝ}
    (he : IsLeast (modeModuli H) e₀) :
    (∀ y, e₀ * |form (eta m n) y| ≤ form H y) ∧
      ∃ y, y ≠ 0 ∧ form (eta m n) y ≠ 0 ∧ form H y = e₀ * |form (eta m n) y| := by
  obtain ⟨z, x, hx, hz, hr⟩ := he.1
  obtain ⟨i, -⟩ := Function.ne_iff.1 hx
  have : Nonempty (m ⊕ n) := ⟨i⟩
  obtain ⟨e, -, hl, hb⟩ := exists_lowest_mode hH
  obtain ⟨h1, h2⟩ := form_of_mode hH hx hz
  refine ⟨he.unique hl ▸ hb, x, hx, fun h => ?_, by rw [hr]; exact h1⟩
  rw [h1, h, abs_zero, mul_zero] at h2
  exact lt_irrefl _ h2
```

## (h) The minimisers

Under the same hypotheses, show that \(Q_H(y)=e_0|N(y)|\) exactly when \(\eta Hy=e_0y\) or \(\eta Hy=-e_0y\).

**Solution.** Forwards, use (d) with \(e=e_0\). Backwards, \(y=0\) is immediate, and (e) handles \(y\ne0\), since \(|\pm e_0|=e_0\).

```lean
/-- For positive definite `H` and `e₀` the smallest modulus of an eigenvalue of `η H`, a vector `y`
attains equality in the variational bound `yᴴ H y ≥ e₀ |yᴴ η y|` exactly when it satisfies
`η H y = e₀ y` or `η H y = -e₀ y`. -/
theorem equality_iff_lowest_mode {H : Matrix (m ⊕ n) (m ⊕ n) ℂ} (hH : H.PosDef) {e₀ : ℝ}
    (he : IsLeast (modeModuli H) e₀) (y : m ⊕ n → ℂ) :
    form H y = e₀ * |form (eta m n) y| ↔
      (eta m n * H) *ᵥ y = (e₀ : ℂ) • y ∨ (eta m n * H) *ᵥ y = (-e₀ : ℂ) • y := by
  have he0 : 0 ≤ e₀ := by
    obtain ⟨z, x, -, -, hr⟩ := he.1
    rw [hr]
    exact norm_nonneg z
  have hnorm : ‖(e₀ : ℂ)‖ = e₀ := by rw [Complex.norm_real, Real.norm_of_nonneg he0]
  refine ⟨mode_of_saturation hH.isHermitian he0 (variational_principle hH he).1, fun h => ?_⟩
  by_cases hy : y = 0
  · subst hy
    simp [form]
  rcases h with h | h
  · simpa only [hnorm] using (form_of_mode hH hy h).1
  · simpa only [norm_neg, hnorm] using (form_of_mode hH hy h).1
```

## (i) Room for a shift

Replacing \(H\) by \(H-t\eta\) shifts every eigenvalue of \(\eta H\) by \(-t\). For positive definite \(H\), real \(|t|<e_0\) and \(y\ne0\), show that \(Q_{H-t\eta}(y)>0\).

**Solution.** By (b) the form is \(Q_H(y)-tN(y)\). If \(N(y)=0\), it equals \(Q_H(y)>0\). Otherwise it exceeds \(Q_H(y)-e_0|N(y)|\ge0\). The `by_cases` makes this split.

```lean
/-- For positive definite `H`, the shifted form `yᴴ (H - t η) y` stays positive at every nonzero `y`
as long as the real shift `t` is smaller in modulus than `e₀`, the smallest modulus of an eigenvalue
of `η H`. -/
theorem shifted_form_pos {H : Matrix (m ⊕ n) (m ⊕ n) ℂ} (hH : H.PosDef) {e₀ t : ℝ}
    (he : IsLeast (modeModuli H) e₀) (ht : |t| < e₀) {y : m ⊕ n → ℂ} (hy : y ≠ 0) :
    0 < form (H - (t : ℂ) • eta m n) y := by
  rw [form_sub_smul]
  have hpos : 0 < form H y := (Complex.lt_def.1 (hH.dotProduct_mulVec_pos hy)).1
  have hb := (variational_principle hH he).1 y
  by_cases hq : form (eta m n) y = 0
  · rw [hq]
    linarith
  · have h1 := mul_lt_mul_of_pos_right ht (abs_pos.2 hq)
    have h2 := le_abs_self (t * form (eta m n) y)
    rw [abs_mul] at h2
    linarith
```

## (j) One bosonic pair

For \(H=\begin{pmatrix}a&b\\b&a\end{pmatrix}\) with \(|b|<a\), show that \(H\) is positive definite and \(e_0=\sqrt{a^2-b^2}\).

**Solution.** For \(y\ne0\),
\[Q_H(y)=\tfrac{a+b}{2}|u+v|^2+\tfrac{a-b}{2}|u-v|^2>0.\]
The mode equations are \(au+bv=zu\) and \(-bu-av=zv\). Eliminating either amplitude gives \((z^2-a^2+b^2)u=0\) and \((z^2-a^2+b^2)v=0\). One amplitude is nonzero, so \(z=\pm E\) with \(E=\sqrt{a^2-b^2}\).

The vector \((a+E,-b)\) satisfies both equations with \(z=E\); dividing it by \(\sqrt{2E(a+E)}\) gives \(N=1\). Lean performs the eliminations with `linear_combination`.

```lean
/-- For `|b| < a` the Hamiltonian of one bosonic pair is positive definite, and the smallest
modulus of an eigenvalue of `η H` is `√(a² - b²)`. -/
theorem single_pair {a b : ℝ} (hab : |b| < a) :
    (pairH a b).PosDef ∧ IsLeast (modeModuli (pairH a b)) (√(a ^ 2 - b ^ 2)) := by
  obtain ⟨hb1, hb2⟩ := abs_lt.1 hab
  have hcomp : ∀ x : Fin 1 ⊕ Fin 1 → ℂ, x ≠ 0 → x (Sum.inl 0) ≠ 0 ∨ x (Sum.inr 0) ≠ 0 := by
    intro x hx
    by_contra h
    rw [not_or, not_not, not_not] at h
    refine hx (funext fun i => ?_)
    rcases i with i | i
    · rw [Subsingleton.elim i 0]; exact h.1
    · rw [Subsingleton.elim i 0]; exact h.2
  constructor
  · have hA : (pairH a b).IsHermitian := by
      ext i j
      rcases i with i | i <;> rcases j with j | j <;> fin_cases i <;> fin_cases j <;>
        simp [pairH]
    refine Matrix.PosDef.of_dotProduct_mulVec_pos hA (fun x hx => ?_)
    rw [← form_ofReal hA x]
    have hS : 0 < Complex.normSq (x (Sum.inl 0)) + Complex.normSq (x (Sum.inr 0)) := by
      rcases hcomp x hx with h | h
      · exact add_pos_of_pos_of_nonneg (Complex.normSq_pos.2 h) (Complex.normSq_nonneg _)
      · exact add_pos_of_nonneg_of_pos (Complex.normSq_nonneg _) (Complex.normSq_pos.2 h)
    -- the form splits into the squares of the sum and the difference of the amplitudes
    have hf : form (pairH a b) x =
        (a + b) / 2 * Complex.normSq (x (Sum.inl 0) + x (Sum.inr 0)) +
        (a - b) / 2 * Complex.normSq (x (Sum.inl 0) - x (Sum.inr 0)) := by
      simp [form, pairH, dotProduct, Matrix.mulVec, Fintype.sum_sum_type, Complex.normSq_apply]
      ring
    have hsum : Complex.normSq (x (Sum.inl 0) + x (Sum.inr 0)) +
        Complex.normSq (x (Sum.inl 0) - x (Sum.inr 0)) =
        2 * (Complex.normSq (x (Sum.inl 0)) + Complex.normSq (x (Sum.inr 0))) := by
      simp only [Complex.normSq_apply, Complex.add_re, Complex.add_im, Complex.sub_re,
        Complex.sub_im]
      ring
    have hpos : 0 < form (pairH a b) x := by
      rw [hf]
      have hP := Complex.normSq_nonneg (x (Sum.inl 0) + x (Sum.inr 0))
      have hQ := Complex.normSq_nonneg (x (Sum.inl 0) - x (Sum.inr 0))
      have h1 := mul_nonneg (by linarith [neg_abs_le b] : 0 ≤ b + |b|) hP
      have h2 := mul_nonneg (by linarith [le_abs_self b] : 0 ≤ |b| - b) hQ
      have h3 := mul_pos (sub_pos.2 hab) (by linarith : 0 <
        Complex.normSq (x (Sum.inl 0) + x (Sum.inr 0)) +
        Complex.normSq (x (Sum.inl 0) - x (Sum.inr 0)))
      linarith
    exact_mod_cast hpos
  · obtain ⟨E, hEdef⟩ : ∃ E, E = √(a ^ 2 - b ^ 2) := ⟨_, rfl⟩
    have hE0 : 0 ≤ E := hEdef ▸ Real.sqrt_nonneg _
    have hE : E ^ 2 = a ^ 2 - b ^ 2 := by
      rw [hEdef, Real.sq_sqrt]
      nlinarith
    have hEc : (E : ℂ) ^ 2 = (a : ℂ) ^ 2 - (b : ℂ) ^ 2 := by exact_mod_cast hE
    have hnorm : ‖(E : ℂ)‖ = E := by rw [Complex.norm_real, Real.norm_of_nonneg hE0]
    have hM : eta (Fin 1) (Fin 1) * pairH a b =
        Matrix.fromBlocks !![(a : ℂ)] !![(b : ℂ)] !![-(b : ℂ)] !![-(a : ℂ)] := by
      simp [eta, pairH, Matrix.fromBlocks_multiply]
    rw [← hEdef]
    constructor
    · refine ⟨E, Sum.elim (fun _ => (a : ℂ) + E) (fun _ => -(b : ℂ)), fun h => ?_, ?_,
        hnorm.symm⟩
      · have h1 : (a : ℂ) + E = 0 := congrFun h (Sum.inl 0)
        have h2 : a + E = 0 := by exact_mod_cast h1
        linarith
      · rw [hM]
        funext i
        rcases i with i | i
        · rw [Subsingleton.elim i 0]
          simp [Matrix.mulVec, dotProduct, Fintype.sum_sum_type]
          linear_combination -hEc
        · rw [Subsingleton.elim i 0]
          simp [Matrix.mulVec, dotProduct, Fintype.sum_sum_type]
          ring
    · rintro r ⟨z, x, hx, hz, rfl⟩
      rw [hM] at hz
      have h1 : (a : ℂ) * x (Sum.inl 0) + b * x (Sum.inr 0) = z * x (Sum.inl 0) := by
        simpa [Matrix.mulVec, dotProduct, Fintype.sum_sum_type] using congrFun hz (Sum.inl 0)
      have h2 : -((b : ℂ) * x (Sum.inl 0)) + -(a * x (Sum.inr 0)) = z * x (Sum.inr 0) := by
        simpa [Matrix.mulVec, dotProduct, Fintype.sum_sum_type] using congrFun hz (Sum.inr 0)
      -- eliminating one amplitude leaves `z² = E²`
      have hzE : z ^ 2 - (E : ℂ) ^ 2 = 0 := by
        rcases hcomp x hx with h | h
        · refine (mul_eq_zero.1 ?_).resolve_right h
          linear_combination -(a + z) * h1 - b * h2 - x (Sum.inl 0) * hEc
        · refine (mul_eq_zero.1 ?_).resolve_right h
          linear_combination (a - z) * h2 + b * h1 - x (Sum.inr 0) * hEc
      rcases sq_eq_sq_iff_eq_or_eq_neg.1 (sub_eq_zero.1 hzE) with h | h
      · rw [h, hnorm]
      · rw [h, norm_neg, hnorm]

end

end BogoliubovVariational
```

```lean
#print axioms BogoliubovVariational.variational_principle
-- 'BogoliubovVariational.variational_principle' depends on axioms: [propext, Classical.choice, Quot.sound]
#print axioms BogoliubovVariational.equality_iff_lowest_mode
-- 'BogoliubovVariational.equality_iff_lowest_mode' depends on axioms: [propext, Classical.choice, Quot.sound]
#print axioms BogoliubovVariational.shifted_form_pos
-- 'BogoliubovVariational.shifted_form_pos' depends on axioms: [propext, Classical.choice, Quot.sound]
#print axioms BogoliubovVariational.single_pair
-- 'BogoliubovVariational.single_pair' depends on axioms: [propext, Classical.choice, Quot.sound]
```
